# Relative eigenvalue bounds for a scaled positive definite matrix whose error is scaled the same way

## Can a slow mode of a heavy particle survive an error far larger than its own eigenvalue?

When I compute normal modes for particles of very different masses, should I measure the error in the force constants before or after mass weighting? Take two particles, each tied to a wall and coupled to the other by springs, one of them \(10^{16}\) times heavier. In suitable units the force-constant matrix has 1 on the diagonal and \(-1/2\) off it. After mass weighting, the lowest eigenvalue, a squared frequency, is about \(0.75\times10^{-16}\). An error of \(10^{-6}\) in the light particle's diagonal force constant gives an error matrix of norm \(10^{-6}\), and the usual bound lets every eigenvalue move by that much. Is my slow mode meaningless?

## Measure the error before the masses enter

No. The choice that matters is to measure the error before mass weighting and to compare it with the smallest stiffness. In your example that stiffness is \(1/2\), so the lowest squared frequency changes by at most two parts in a million.

Write the mass-weighted matrix as \(A=DBD\). Here \(B\) is the real symmetric force-constant matrix and \(D\) is diagonal with entries \(d_i=\mu_i^{-1/2}\), where \(\mu_i\) are the masses. An error \(F\) in the force constants, also real and symmetric, becomes \(E=DFD\). Assume

\[
\langle y,By\rangle\ge b\|y\|^2\ \text{ for all } y,\qquad b>0,\qquad \|F\|\le\varepsilon\le b .
\]

The constant \(b\) is a lower bound on the stiffness against any displacement of unit length. Its positivity excludes free translations and rotations.

**The masses drop out of the comparison.** For any vector \(x\), put \(y=Dx\). Then \(\langle x,Ax\rangle=\langle y,By\rangle\) and \(\langle x,Ex\rangle=\langle y,Fy\rangle\), so by Cauchy–Schwarz

\[
|\langle x,Ex\rangle|\le\|y\|\,\|Fy\|\le\varepsilon\|y\|^2\le\frac{\varepsilon}{b}\langle y,By\rangle=r\,\langle x,Ax\rangle,\qquad r=\frac{\varepsilon}{b}.
\]

Adding \(\langle x,Ax\rangle\) gives

\[
(1-r)\langle x,Ax\rangle\le\langle x,(A+E)x\rangle\le(1+r)\langle x,Ax\rangle .
\]

**The lowest eigenvalue.** Let \(l\) and \(m\) be the lowest eigenvalues of \(A\) and \(A+E\), with normalised eigenvectors \(u\) and \(v\); \(m\) is not a mass. The variational principle gives

\[
m\le\langle u,(A+E)u\rangle\le(1+r)\,l,\qquad
m=\langle v,(A+E)v\rangle\ge(1-r)\langle v,Av\rangle\ge(1-r)\,l .
\]

The last step uses \(r\le1\). Together these say \(|m-l|\le r\,l\).

**The other eigenvalues.** Number the eigenvalues in increasing order from 0 to \(n-1\), as \(l_i\) with orthonormal eigenvectors \(w_i\) for \(A\), and \(m_i\) with \(v_i\) for \(A+E\). Fix \(k\) and choose a nonzero \(x\) orthogonal to \(v_i\) for \(i<k\) and to \(w_i\) for \(i>k\). These are \(k+(n-1-k)=n-1\) linear conditions on \(n\) components, so such an \(x\) exists. Expanding it in the \(v_i\) leaves only eigenvalues at or above \(m_k\), and expanding it in the \(w_i\) leaves only those at or below \(l_k\):

\[
m_k\|x\|^2\le\langle x,(A+E)x\rangle\le(1+r)\langle x,Ax\rangle\le(1+r)\,l_k\|x\|^2 .
\]

Exchanging the roles of the two eigenbases gives, for a new \(x\),

\[
(1-r)\,l_k\|x\|^2\le(1-r)\langle x,Ax\rangle\le\langle x,(A+E)x\rangle\le m_k\|x\|^2 .
\]

Hence \(|m_k-l_k|\le r\,l_k\) for every \(k\). The bound is useful for modes that are slow because of heavy masses. If the springs themselves resist some displacement only weakly, \(b\) is small, and the same error \(\varepsilon\) gives a large \(r\).

**The constant is the best possible.** If \(B=b\mathbf 1\) and \(F=\varepsilon\mathbf 1\), then \(E=rA\), and the lowest eigenvalue moves by exactly \(r\,l\).

**An error larger than the stiffness.** The condition \(\varepsilon\le b\) cannot be relaxed to any larger multiple of \(b\). Take \(B=\mathbf 1\), \(b=1\), \(D=\mathrm{diag}(1,2)\) and \(F=-r\mathbf 1\) with \(r>1\). Then \(A=\mathrm{diag}(1,4)\) has \(l=1\), while \(A+E=(1-r)A\) has \(m=4(1-r)\). The shift is \(4r-3\), which exceeds \(r\,l=r\). The error has made the springs unstable, and the scaling then amplifies the instability.

## What the Lean statements say about the modes

`graded d M` is the product \(DMD\), with `d` the list of scale factors. Despite the name, the entries of `d` need not be ordered or even positive. The matrices are real and of finite size. `x ⬝ᵥ y` is the inner product and `A *ᵥ x` the matrix acting on a vector. `‖F‖` is the spectral norm, the largest factor by which \(F\) can lengthen a vector.

`IsLowestEigenvalue A t` says that `t` is the least element of the set of real eigenvalues of `A`. In `lowest_eigenvalue_bound`, the hypotheses `hBs` and `hFs` make \(B\) and \(F\) symmetric, `hB` is the stiffness condition, and `hF` and `heps` are the two halves of \(\|F\|\le\varepsilon\le b\). The index type `Fin (n + 1)` ensures at least one coordinate. The conclusion is \(|m-l|\le(\varepsilon/b)\,l\).

`graded_eigenvalue_bound` gives the same inequality for every `k`. It takes as input an `OrderedEigenbasis` for each matrix: increasing eigenvalues and a matrix `W` whose *rows*, not the more usual columns, are orthonormal eigenvectors. `exists_orderedEigenbasis` supplies one for every real symmetric matrix. `bound_attained` is the case of equality for the lowest eigenvalue.

For a finite harmonic model with positive definite force constants, the result bounds the relative error of each squared frequency, and so bears on the quantum level spacings \(\hbar\omega\). What remains to be shown in an actual calculation is that its total error has the form \(DFD\) with a small \(F\). Errors made in the force constants before weighting have this form, but an eigensolver working on \(A\) may add errors that ignore the scaling.

```lean
import Mathlib

open Matrix
open scoped Matrix.Norms.L2Operator

namespace GradedEigenvalues

variable {n : ℕ}

/-- The graded matrix `D M D`, where `D` is the diagonal matrix of the scale factors `d`. -/
def graded (d : Fin n → ℝ) (M : Matrix (Fin n) (Fin n) ℝ) : Matrix (Fin n) (Fin n) ℝ :=
  diagonal d * M * diagonal d

/-- The rows of `W` are orthonormal eigenvectors of `A`, with eigenvalues `l` in
increasing order. -/
structure OrderedEigenbasis (A : Matrix (Fin n) (Fin n) ℝ) (l : Fin n → ℝ)
    (W : Matrix (Fin n) (Fin n) ℝ) : Prop where
  mono : Monotone l
  orth : W * Wᵀ = 1
  eig : ∀ i, A *ᵥ W i = l i • W i

/-- `t` is the smallest real eigenvalue of `A`. -/
def IsLowestEigenvalue (A : Matrix (Fin n) (Fin n) ℝ) (t : ℝ) : Prop :=
  IsLeast {s : ℝ | ∃ x : Fin n → ℝ, x ≠ 0 ∧ A *ᵥ x = s • x} t

/-- The Euclidean inner product is the dot product of the components. -/
lemma inner_eq_dot (u v : EuclideanSpace ℝ (Fin n)) :
    inner ℝ u v = u.ofLp ⬝ᵥ v.ofLp := by
  simp [PiLp.inner_apply, dotProduct, mul_comm]

/-- A nonzero real vector has positive squared length. -/
lemma dot_self_pos {x : Fin n → ℝ} (hx : x ≠ 0) : 0 < x ⬝ᵥ x :=
  lt_of_le_of_ne (Finset.sum_nonneg fun i _ => mul_self_nonneg (x i))
    fun h => hx (dotProduct_self_eq_zero.mp h.symm)

/-- If `⟨y, B y⟩ ≥ b ‖y‖²` with `b > 0` and `‖F‖ ≤ eps`, then
`|⟨x, D F D x⟩| ≤ (eps / b) ⟨x, D B D x⟩` for every vector `x`. -/
theorem form_bound (d : Fin n → ℝ) {B F : Matrix (Fin n) (Fin n) ℝ} {b eps : ℝ} (hb : 0 < b)
    (hB : ∀ y, b * (y ⬝ᵥ y) ≤ y ⬝ᵥ B *ᵥ y) (hF : ‖F‖ ≤ eps) (x : Fin n → ℝ) :
    |x ⬝ᵥ graded d F *ᵥ x| ≤ eps / b * (x ⬝ᵥ graded d B *ᵥ x) := by
  -- the scale factors are absorbed in the vector `y = D x`
  have key : ∀ M : Matrix (Fin n) (Fin n) ℝ, x ⬝ᵥ graded d M *ᵥ x =
      (diagonal d *ᵥ x) ⬝ᵥ M *ᵥ (diagonal d *ᵥ x) := by
    intro M
    rw [graded, ← Matrix.mulVec_mulVec, ← Matrix.mulVec_mulVec, Matrix.dotProduct_mulVec,
      ← Matrix.mulVec_transpose, Matrix.diagonal_transpose]
  rw [key, key]
  generalize diagonal d *ᵥ x = y
  have h1 := abs_real_inner_le_norm (WithLp.toLp 2 y) (WithLp.toLp 2 (F *ᵥ y))
  have h2 : ‖WithLp.toLp 2 (F *ᵥ y)‖ ≤ ‖F‖ * ‖WithLp.toLp 2 y‖ :=
    Matrix.l2_opNorm_mulVec F (WithLp.toLp 2 y)
  have h3 : y ⬝ᵥ y = ‖WithLp.toLp 2 y‖ ^ 2 := by
    rw [← real_inner_self_eq_norm_sq, inner_eq_dot]
  rw [inner_eq_dot] at h1
  have heps : 0 ≤ eps := (norm_nonneg F).trans hF
  calc |y ⬝ᵥ F *ᵥ y| ≤ ‖WithLp.toLp 2 y‖ * ‖WithLp.toLp 2 (F *ᵥ y)‖ := h1
    _ ≤ ‖WithLp.toLp 2 y‖ * (eps * ‖WithLp.toLp 2 y‖) := by
        refine mul_le_mul_of_nonneg_left (h2.trans ?_) (norm_nonneg _)
        exact mul_le_mul_of_nonneg_right hF (norm_nonneg _)
    _ = eps / b * (b * (y ⬝ᵥ y)) := by rw [h3]; field_simp
    _ ≤ eps / b * (y ⬝ᵥ B *ᵥ y) :=
        mul_le_mul_of_nonneg_left (hB y) (div_nonneg heps hb.le)

/-- In an orthonormal eigenbasis the squared length of `x` is the sum of its squared amplitudes, and
`⟨x, A x⟩` is the same sum weighted by the eigenvalues. -/
theorem spectral_sums {A W : Matrix (Fin n) (Fin n) ℝ} {l : Fin n → ℝ}
    (h : OrderedEigenbasis A l W) (x : Fin n → ℝ) :
    x ⬝ᵥ x = ∑ i, (W *ᵥ x) i ^ 2 ∧ x ⬝ᵥ A *ᵥ x = ∑ i, l i * (W *ᵥ x) i ^ 2 := by
  have hW : Wᵀ * W = 1 := mul_eq_one_comm.mp h.orth
  have iso : ∀ y, x ⬝ᵥ y = (W *ᵥ x) ⬝ᵥ (W *ᵥ y) := by
    intro y
    rw [Matrix.dotProduct_mulVec (W *ᵥ x) W y, ← Matrix.mulVec_transpose, Matrix.mulVec_mulVec,
      hW, Matrix.one_mulVec]
  have hAW : A * Wᵀ = Wᵀ * diagonal l := by
    ext i j
    rw [Matrix.mul_diagonal, Matrix.transpose_apply, mul_comm (W j i)]
    exact congrFun (h.eig j) i
  have hWA : W * A = diagonal l * W := by
    calc W * A = W * (A * (Wᵀ * W)) := by rw [hW, mul_one]
      _ = W * (A * Wᵀ) * W := by simp only [mul_assoc]
      _ = (W * Wᵀ) * diagonal l * W := by rw [hAW]; simp only [mul_assoc]
      _ = diagonal l * W := by rw [h.orth, one_mul]
  constructor
  · rw [iso x]
    exact Finset.sum_congr rfl fun i _ => (sq _).symm
  · rw [iso, Matrix.mulVec_mulVec, hWA, ← Matrix.mulVec_mulVec]
    refine Finset.sum_congr rfl fun i _ => ?_
    rw [Matrix.mulVec_diagonal]
    ring

/-- Let `A` and `A'` have orthonormal eigenbases, with eigenvalues `l` and `m` in increasing order.
If `a ⟨x, A' x⟩ ≤ c ⟨x, A x⟩` for all `x`, with `a, c ≥ 0`, then `a * m k ≤ c * l k` for each `k`.
-/
theorem eigenvalue_comparison {A A' W V : Matrix (Fin n) (Fin n) ℝ} {l m : Fin n → ℝ}
    (h : OrderedEigenbasis A l W) (h' : OrderedEigenbasis A' m V) {a c : ℝ}
    (ha : 0 ≤ a) (hc : 0 ≤ c) (hf : ∀ x, a * (x ⬝ᵥ A' *ᵥ x) ≤ c * (x ⬝ᵥ A *ᵥ x))
    (k : Fin n) : a * m k ≤ c * l k := by
  -- a trial vector without components on `V i` for `i < k` and on `W i` for `i > k`
  let M : Matrix (Fin n) (Fin n) ℝ :=
    fun i => if i = k then 0 else if i < k then V i else W i
  have hM : M.det = 0 := Matrix.det_eq_zero_of_row_eq_zero k fun j => by simp [M]
  obtain ⟨x, hx, hMx⟩ := Matrix.exists_mulVec_eq_zero_iff.mpr hM
  have hV : ∀ i, i < k → (V *ᵥ x) i = 0 := by
    intro i hi
    have h0 : M i ⬝ᵥ x = 0 := congrFun hMx i
    have h1 : M i = V i := by simp [M, hi, hi.ne]
    rw [h1] at h0
    exact h0
  have hW : ∀ i, k < i → (W *ᵥ x) i = 0 := by
    intro i hi
    have h0 : M i ⬝ᵥ x = 0 := congrFun hMx i
    have h1 : M i = W i := by simp [M, hi.ne', not_lt_of_ge hi.le]
    rw [h1] at h0
    exact h0
  have low : m k * (x ⬝ᵥ x) ≤ x ⬝ᵥ A' *ᵥ x := by
    rw [(spectral_sums h' x).1, (spectral_sums h' x).2, Finset.mul_sum]
    refine Finset.sum_le_sum fun i _ => ?_
    rcases lt_or_ge i k with hi | hi
    · simp [hV i hi]
    · exact mul_le_mul_of_nonneg_right (h'.mono hi) (sq_nonneg _)
  have high : x ⬝ᵥ A *ᵥ x ≤ l k * (x ⬝ᵥ x) := by
    rw [(spectral_sums h x).1, (spectral_sums h x).2, Finset.mul_sum]
    refine Finset.sum_le_sum fun i _ => ?_
    rcases lt_or_ge k i with hi | hi
    · simp [hW i hi]
    · exact mul_le_mul_of_nonneg_right (h.mono hi) (sq_nonneg _)
  refine le_of_mul_le_mul_right ?_ (dot_self_pos hx)
  linarith [mul_le_mul_of_nonneg_left low ha, mul_le_mul_of_nonneg_left high hc, hf x]

/-- If `⟨y, B y⟩ ≥ b ‖y‖²` with `b > 0` and `‖F‖ ≤ eps ≤ b`, and if `D B D` and `D B D + D F D` have
orthonormal eigenbases with eigenvalues `l` and `m` in increasing order, then
`|m k - l k| ≤ (eps / b) * l k` for each `k`. -/
theorem graded_eigenvalue_bound (d : Fin n → ℝ) {B F W V : Matrix (Fin n) (Fin n) ℝ}
    {l m : Fin n → ℝ} {b eps : ℝ} (hb : 0 < b)
    (hB : ∀ y, b * (y ⬝ᵥ y) ≤ y ⬝ᵥ B *ᵥ y) (hF : ‖F‖ ≤ eps) (heps : eps ≤ b)
    (h : OrderedEigenbasis (graded d B) l W)
    (h' : OrderedEigenbasis (graded d B + graded d F) m V) (k : Fin n) :
    |m k - l k| ≤ eps / b * l k := by
  have h0 : 0 ≤ eps / b := div_nonneg ((norm_nonneg F).trans hF) hb.le
  have h1 : eps / b ≤ 1 := (div_le_one hb).mpr heps
  have up := eigenvalue_comparison h h' (a := 1) (c := 1 + eps / b) zero_le_one
    (by linarith) (fun x => by
      rw [Matrix.add_mulVec, dotProduct_add]
      linarith [(abs_le.mp (form_bound d hb hB hF x)).2]) k
  have down := eigenvalue_comparison h' h (a := 1 - eps / b) (c := 1) (by linarith)
    zero_le_one (fun x => by
      rw [Matrix.add_mulVec, dotProduct_add]
      linarith [(abs_le.mp (form_bound d hb hB hF x)).1]) k
  exact abs_le.mpr ⟨by linarith, by linarith⟩

/-- Every real symmetric matrix has an orthonormal eigenbasis with eigenvalues in increasing
order. -/
theorem exists_orderedEigenbasis {A : Matrix (Fin n) (Fin n) ℝ} (hA : A.IsSymm) :
    ∃ l W, OrderedEigenbasis A l W := by
  have hH : A.IsHermitian := by
    rw [Matrix.IsHermitian, Matrix.conjTranspose_eq_transpose_of_trivial]
    exact hA
  let σ := Tuple.sort hH.eigenvalues
  refine ⟨hH.eigenvalues ∘ σ, fun i => (hH.eigenvectorBasis (σ i)).ofLp,
    Tuple.monotone_sort _, ?_, fun i => hH.mulVec_eigenvectorBasis (σ i)⟩
  ext i j
  have h := orthonormal_iff_ite.mp hH.eigenvectorBasis.orthonormal (σ i) (σ j)
  rw [inner_eq_dot] at h
  exact h.trans (by simp [Matrix.one_apply])

/-- The first eigenvalue of an ordered eigenbasis is the lowest eigenvalue. -/
theorem first_isLowest {A W : Matrix (Fin (n + 1)) (Fin (n + 1)) ℝ} {l : Fin (n + 1) → ℝ}
    (h : OrderedEigenbasis A l W) : IsLowestEigenvalue A (l 0) := by
  refine ⟨⟨W 0, fun h0 => ?_, h.eig 0⟩, ?_⟩
  · have h1 : W 0 ⬝ᵥ W 0 = (1 : Matrix (Fin (n + 1)) (Fin (n + 1)) ℝ) 0 0 :=
      congrFun (congrFun h.orth 0) 0
    rw [h0] at h1
    simp at h1
  · rintro t ⟨x, hx, hxt⟩
    refine le_of_mul_le_mul_right ?_ (dot_self_pos hx)
    have h2 : t * (x ⬝ᵥ x) = x ⬝ᵥ A *ᵥ x := by rw [hxt, dotProduct_smul, smul_eq_mul]
    rw [h2, (spectral_sums h x).1, (spectral_sums h x).2, Finset.mul_sum]
    exact Finset.sum_le_sum fun i _ =>
      mul_le_mul_of_nonneg_right (h.mono (Fin.zero_le i)) (sq_nonneg _)

/-- For symmetric `B` and `F` with `⟨y, B y⟩ ≥ b ‖y‖²`, `b > 0` and `‖F‖ ≤ eps ≤ b`, the lowest
eigenvalues `l` of `D B D` and `m` of `D B D + D F D` satisfy `|m - l| ≤ (eps / b) l`. -/
theorem lowest_eigenvalue_bound (d : Fin (n + 1) → ℝ)
    {B F : Matrix (Fin (n + 1)) (Fin (n + 1)) ℝ} {b eps l m : ℝ} (hb : 0 < b)
    (hBs : B.IsSymm) (hFs : F.IsSymm) (hB : ∀ y, b * (y ⬝ᵥ y) ≤ y ⬝ᵥ B *ᵥ y)
    (hF : ‖F‖ ≤ eps) (heps : eps ≤ b) (hl : IsLowestEigenvalue (graded d B) l)
    (hm : IsLowestEigenvalue (graded d B + graded d F) m) : |m - l| ≤ eps / b * l := by
  have hs : ∀ M : Matrix (Fin (n + 1)) (Fin (n + 1)) ℝ, M.IsSymm → (graded d M).IsSymm := by
    intro M hM
    rw [Matrix.IsSymm, graded, Matrix.transpose_mul, Matrix.transpose_mul,
      Matrix.diagonal_transpose, hM.eq, mul_assoc]
  obtain ⟨l', W, h⟩ := exists_orderedEigenbasis (hs B hBs)
  obtain ⟨m', V, h'⟩ := exists_orderedEigenbasis ((hs B hBs).add (hs F hFs))
  rw [hl.unique (first_isLowest h), hm.unique (first_isLowest h')]
  exact graded_eigenvalue_bound d hb hB hF heps h h' 0

/-- For `B = b 1` and `F = eps 1`, with `b > 0` and `eps ≥ 0`, adding `D F D` to `D B D` shifts the
lowest eigenvalue `l` of `D B D` by exactly `(eps / b) l`. -/
theorem bound_attained (d : Fin n → ℝ) {b eps l : ℝ} (hb : 0 < b) (heps : 0 ≤ eps)
    (hl : IsLowestEigenvalue (graded d (b • 1)) l) :
    IsLowestEigenvalue (graded d (b • 1) + graded d (eps • 1)) (l + eps / b * l) := by
  have hc : 0 < 1 + eps / b := by positivity
  have hE : graded d (b • 1) + graded d (eps • 1) = (1 + eps / b) • graded d (b • 1) := by
    have h1 : (1 + eps / b) * b = b + eps := by field_simp
    simp only [graded, Matrix.mul_smul, Matrix.smul_mul, smul_smul, h1, add_smul]
  rw [hE]
  obtain ⟨⟨x, hx, hxl⟩, hmin⟩ := hl
  refine ⟨⟨x, hx, ?_⟩, ?_⟩
  · rw [Matrix.smul_mulVec, hxl, smul_smul]
    congr 1
    ring
  · rintro t ⟨y, hy, hyt⟩
    rw [Matrix.smul_mulVec] at hyt
    -- dividing by the common factor gives an eigenvalue of the unperturbed matrix
    have h2 : l ≤ (1 + eps / b)⁻¹ * t := hmin ⟨y, hy, by
      rw [← smul_smul, ← hyt, smul_smul, inv_mul_cancel₀ hc.ne', one_smul]⟩
    have h3 := mul_le_mul_of_nonneg_left h2 hc.le
    rw [← mul_assoc, mul_inv_cancel₀ hc.ne', one_mul] at h3
    linarith

end GradedEigenvalues
```

```lean
#print axioms GradedEigenvalues.lowest_eigenvalue_bound
-- 'GradedEigenvalues.lowest_eigenvalue_bound' depends on axioms: [propext, Classical.choice, Quot.sound]
#print axioms GradedEigenvalues.bound_attained
-- 'GradedEigenvalues.bound_attained' depends on axioms: [propext, Classical.choice, Quot.sound]
```

## From the quadratic forms to the ordered eigenvalues

`form_bound` is the first estimate above. Its local statement `key` moves the scale factors into \(y=Dx\), and `generalize` then forgets where \(y\) came from, which is why no property of `d` enters. The `calc` chain is Cauchy–Schwarz, the norm bound on \(F\) and the stiffness condition, in that order. `inner_eq_dot` connects Mathlib's Euclidean inner product with the dot product of components.

`spectral_sums` expands \(\|x\|^2\) and \(\langle x,Ax\rangle\) in an eigenbasis. The amplitudes are the components of `W *ᵥ x`, and the eigenvector equations are first collected into \(WA=\mathrm{diag}(l)\,W\).

`eigenvalue_comparison` contains the choice of trial vector. It builds a square matrix `M` with rows `V i` for `i < k`, a zero row at `k`, and rows `W i` for `i > k`. The zero row makes the determinant vanish, so some nonzero `x` is sent to zero by `M`, and this `x` meets all the orthogonality conditions. The steps `low` and `high` compare the spectral sums term by term, and the positive squared length from `dot_self_pos` is then cancelled.

The lemma allows nonnegative factors `a` and `c` on the two forms. `graded_eigenvalue_bound` uses it once with factors \(1\) and \(1+r\), and once with the matrices exchanged and factors \(1-r\) and \(1\). The second use needs \(r\le1\).

For the lowest eigenvalue, the Lean proof takes the case `k = 0` of the general bound instead of the short variational argument. `first_isLowest` shows that the first entry of an ordered eigenbasis is the least eigenvalue, and uniqueness of a least element identifies it with the given `l` or `m`. In `bound_attained`, the perturbed matrix is rewritten as \((1+r)A\). The eigenvector of \(A\) still serves, and dividing any eigenvalue of the perturbed matrix by the positive factor \(1+r\) gives an eigenvalue of \(A\), which is at least \(l\).
